# The transfer matrix of an Ising strip of finite width has a simple, strictly dominant largest eigenvalue

To get the free energy of a long Ising strip from a transfer matrix, I have to decide where the energy inside each row goes, and I split it equally between the two transfer steps that touch the row. The matrix is then symmetric, and I keep only its largest eigenvalue. With a strongly antiferromagnetic coupling between rows, though, I find a negative eigenvalue almost as large in magnitude. Could it tie with the top one at some coupling, so that strips with even and odd numbers of rows behave differently however long they are? And could the top eigenvalue itself be degenerate when the couplings within a row compete with the field?

## Positive Boltzmann weights exclude both

Neither can happen at finite width and finite real couplings. Your equal split makes the matrix real and symmetric, and every entry is an exponential, hence positive. These two properties suffice.

Let \(A\) be a real symmetric matrix of finite nonzero size with all \(A_{ij}>0\). Write \(x\cdot y=\sum_i x_i y_i\), and \(|x|\) for the vector with components \(|x_i|\).

**A maximum exists.** The function \(x\cdot Ax\) is continuous on the compact sphere \(x\cdot x=1\), so it attains a maximum \(\Lambda\) at some \(x\). Rescaling gives \(y\cdot Ay\le\Lambda\,y\cdot y\) for every \(y\).

**A maximiser is an eigenvector.** Let \(g=Ax-\Lambda x\), and insert \(sx+tg\), with real \(s,t\), into the inequality. Symmetry of \(A\) combines the cross terms, and the \(s^2\) terms cancel, leaving
\[
2st\,G\le t^2C,\qquad G=g\cdot g,\quad C=\Lambda G-g\cdot Ag\ge 0 .
\]
If \(G>0\), the choice \(t=G\), \(s=C+1\) gives \(2(C+1)G^2\le CG^2\), which is impossible. Hence \(g=0\).

**Signs can be removed.** Since the entries are positive, the triangle inequality gives
\[
|y\cdot Ay|\le |y|\cdot A|y|\le\Lambda\,y\cdot y .
\]
Call \(y\) extremal if \(|y\cdot Ay|\ge\Lambda\,y\cdot y\). For such a \(y\), \(|y|\) attains the maximum, so \(A|y|=\Lambda|y|\).

**There are no zeros.** If \(w\ge0\) and \(w\ne0\), every component of \(Aw\) is a sum of nonnegative terms with at least one positive, so it is positive. For a nonzero extremal \(y\) this gives \(\Lambda|y_i|=(A|y|)_i>0\) for all \(i\). Applied to the maximiser \(x\), it shows that \(\Lambda>0\) and that \(v=|x|\) is entrywise positive.

**The top eigenvalue is simple.** Let \(Aw=\Lambda w\), pick an index \(i_0\), and set \(u=w-(w_{i_0}/v_{i_0})v\). Then \(Au=\Lambda u\) and \(u_{i_0}=0\). If \(u\) were nonzero it would be extremal and could have no zero component. So \(u=0\), and \(w\) is a multiple of \(v\).

**No other eigenvalue ties with it.** Let \(Ay=\mu y\) with \(y\ne0\) and \(\mu\ne\Lambda\), and suppose \(|\mu|\ge\Lambda\). Then \(y\) is extremal, and the displayed bound gives \(|\mu|\le\Lambda\), so \(\mu=-\Lambda\). Let \(p=|y|+y\ge0\).

- If \(p=0\), then \(y=-|y|\), so \(Ay=\Lambda y\) and \(\mu=\Lambda\), a contradiction.
- If \(p\ne0\), then \(Ap=\Lambda(|y|-y)\) is positive in every component. Every \(y_i\) is therefore negative, which makes \(p=0\), again a contradiction.

## The strip and the Perron pair in Lean

An index of the strip's matrix is a whole row configuration, `Fin (L + 1) → Bool`, and `spin` sends `true` to \(+1\) and `false` to \(-1\). Note that `L` counts the bonds in a row, so the width is \(L+1\) sites, numbered \(0,\dots,L\). For rows with spin values \(s_i,t_i=\pm1\), `stripTransfer` is
\[
T(s,t)=\exp\Big[J\sum_{i=0}^{L}s_it_i+\tfrac12\big(R(s)+R(t)\big)\Big],
\]
\[
R(s)=K\sum_{i=0}^{L-1}s_is_{i+1}+h\sum_{i=0}^{L}s_i ,
\]
where \(R\) is `rowWeight`. The letters \(J\), \(K\) and \(h\) are couplings between rows, couplings within a row, and the field, each already divided by \(k_BT\); many textbooks use \(J\) for an energy. All three may have any sign. The edges are free, and \(L=0\) is the ordinary Ising chain.

`IsPerronPair A Λ v` collects the conclusions: \(\Lambda>0\), all \(v_i>0\), \(Av=\Lambda v\), every solution of \(Aw=\Lambda w\) is a multiple of \(v\), and every other real eigenvalue satisfies \(|\mu|<\Lambda\). The vector is not normalised. Restricting to real \(\mu\) loses nothing for a real symmetric matrix, and there a one-dimensional eigenspace is the same as a simple eigenvalue.

`perron_frobenius` states that such a pair exists for every matrix of the kind treated above. Perron's theorem for positive matrices holds without symmetry, but this variational argument uses it. `ising_strip` applies the result to \(T\) for all real \(J,K,h\) and every \(L\).

The step from this matrix to your strip is the identity \(Z=\operatorname{Tr}T^M\) for \(M\) rows closed into a ring, which is the usual transfer-matrix calculation and is taken from outside the Lean development. With it, at fixed finite width and finite couplings, the free energy per row tends to \(-k_BT\ln\Lambda\) as \(M\to\infty\). Strict dominance also makes power iteration from a positive starting vector converge to the direction of \(v\). The theorem does not say how far \(|\mu|/\Lambda\) stays below 1 for the other eigenvalues \(\mu\). This ratio can approach 1 as the width or the couplings grow, and power iteration can then be slow.

```lean
import Mathlib

open Matrix

namespace IsingStripPerronFrobenius

noncomputable section

variable {n : Type*} [Fintype n]

/-- The vector of absolute values of the amplitudes of `x`. -/
def absVec (x : n → ℝ) : n → ℝ := fun i => |x i|

/-- For a matrix `A` of nonzero size: `Λ` is a positive eigenvalue of `A` with entrywise positive
eigenvector `v`, its eigenspace is the line through `v`, and every other real eigenvalue is strictly
smaller in absolute value. -/
def IsPerronPair (A : Matrix n n ℝ) (Λ : ℝ) (v : n → ℝ) : Prop :=
  0 < Λ ∧ (∀ i, 0 < v i) ∧ A *ᵥ v = Λ • v ∧
  (∀ w, A *ᵥ w = Λ • w → ∃ c : ℝ, w = c • v) ∧
  ∀ (μ : ℝ) (w : n → ℝ), w ≠ 0 → A *ᵥ w = μ • w → μ ≠ Λ → |μ| < Λ

/-- A nonzero real vector has positive squared length. -/
theorem dot_self_pos {y : n → ℝ} (hy : y ≠ 0) : 0 < y ⬝ᵥ y := by
  obtain ⟨i, hi⟩ := Function.ne_iff.1 hy
  exact Finset.sum_pos' (fun j _ => mul_self_nonneg (y j))
    ⟨i, Finset.mem_univ i, mul_self_pos.2 hi⟩

/-- Taking absolute values of the amplitudes preserves the squared length. -/
theorem absVec_dot (y : n → ℝ) : absVec y ⬝ᵥ absVec y = y ⬝ᵥ y := by
  simp only [dotProduct, absVec, abs_mul_abs_self]

/-- The Rayleigh quotient of a real matrix of finite nonzero size attains its maximum `Λ`
at some nonzero vector. -/
theorem exists_rayleigh_max [Nonempty n] (A : Matrix n n ℝ) :
    ∃ (Λ : ℝ) (x : n → ℝ), x ≠ 0 ∧ x ⬝ᵥ A *ᵥ x = Λ * (x ⬝ᵥ x) ∧
      ∀ y : n → ℝ, y ⬝ᵥ A *ᵥ y ≤ Λ * (y ⬝ᵥ y) := by
  classical
  -- the unit sphere is compact
  have hclosed : IsClosed {x : n → ℝ | x ⬝ᵥ x = 1} := by
    apply isClosed_eq
    · simp only [dotProduct]
      fun_prop
    · exact continuous_const
  have hsub : {x : n → ℝ | x ⬝ᵥ x = 1} ⊆ Set.Icc (fun _ => -1) (fun _ => 1) := by
    intro x hx
    have hx1 : ∑ j, x j * x j = 1 := hx
    have hb : ∀ i, x i * x i ≤ 1 := fun i => hx1 ▸
      Finset.single_le_sum (f := fun j => x j * x j)
        (fun j _ => mul_self_nonneg (x j)) (Finset.mem_univ i)
    exact ⟨fun i => by nlinarith [hb i], fun i => by nlinarith [hb i]⟩
  have hcomp := isCompact_Icc.of_isClosed_subset hclosed hsub
  have hne : {x : n → ℝ | x ⬝ᵥ x = 1}.Nonempty :=
    ⟨Pi.single (Classical.arbitrary n) 1, by simp⟩
  have hcont : Continuous fun x : n → ℝ => x ⬝ᵥ A *ᵥ x := by
    simp only [dotProduct, Matrix.mulVec]
    fun_prop
  obtain ⟨x, hx, hmax⟩ := hcomp.exists_isMaxOn hne hcont.continuousOn
  have hx1 : x ⬝ᵥ x = 1 := hx
  refine ⟨x ⬝ᵥ A *ᵥ x, x, ?_, by rw [hx1, mul_one], fun y => ?_⟩
  · rintro rfl
    simp at hx1
  by_cases hy : y = 0
  · simp [hy]
  -- normalise `y` and compare on the sphere
  have hs := dot_self_pos hy
  have hr : 0 < √(y ⬝ᵥ y) := Real.sqrt_pos.2 hs
  have hrr : √(y ⬝ᵥ y) * √(y ⬝ᵥ y) = y ⬝ᵥ y := Real.mul_self_sqrt hs.le
  generalize √(y ⬝ᵥ y) = r at hr hrr
  have hz : (r⁻¹ • y) ⬝ᵥ (r⁻¹ • y) = 1 := by
    rw [smul_dotProduct, dotProduct_smul, smul_eq_mul, smul_eq_mul, ← hrr]
    field_simp
  have h : (r⁻¹ • y) ⬝ᵥ A *ᵥ (r⁻¹ • y) ≤ x ⬝ᵥ A *ᵥ x := hmax hz
  rw [Matrix.mulVec_smul, smul_dotProduct, dotProduct_smul, smul_eq_mul, smul_eq_mul] at h
  have h2 := mul_le_mul_of_nonneg_right h (mul_pos hr hr).le
  have h3 : r⁻¹ * (r⁻¹ * (y ⬝ᵥ A *ᵥ y)) * (r * r) = y ⬝ᵥ A *ᵥ y := by
    field_simp
  rwa [h3, hrr] at h2

/-- For a symmetric matrix, a vector at which the Rayleigh quotient attains its upper bound `Λ`
satisfies the eigenvalue equation with eigenvalue `Λ`. -/
theorem eigen_of_max {A : Matrix n n ℝ} (hA : A.IsSymm) {Λ : ℝ}
    (hmax : ∀ y : n → ℝ, y ⬝ᵥ A *ᵥ y ≤ Λ * (y ⬝ᵥ y)) {x : n → ℝ}
    (hx : x ⬝ᵥ A *ᵥ x = Λ * (x ⬝ᵥ x)) : A *ᵥ x = Λ • x := by
  obtain ⟨g, hg⟩ : ∃ g, g = A *ᵥ x - Λ • x := ⟨_, rfl⟩
  have sym : x ⬝ᵥ A *ᵥ g = g ⬝ᵥ A *ᵥ x := by
    rw [Matrix.dotProduct_mulVec, ← Matrix.mulVec_transpose, hA.eq, dotProduct_comm]
  have comm : x ⬝ᵥ g = g ⬝ᵥ x := dotProduct_comm x g
  have hG : g ⬝ᵥ (A *ᵥ x - Λ • x) = g ⬝ᵥ A *ᵥ x - Λ * (g ⬝ᵥ x) := by
    rw [dotProduct_sub, dotProduct_smul, smul_eq_mul]
  rw [← hg] at hG
  -- vary the maximiser along the residual `g`
  have key : ∀ s t : ℝ, 2 * s * t * (g ⬝ᵥ g) ≤ t ^ 2 * (Λ * (g ⬝ᵥ g) - g ⬝ᵥ A *ᵥ g) := by
    intro s t
    have h := hmax (s • x + t • g)
    simp only [Matrix.mulVec_add, Matrix.mulVec_smul, dotProduct_add, add_dotProduct,
      dotProduct_smul, smul_dotProduct, smul_eq_mul] at h
    linear_combination h - s ^ 2 * hx - s * t * sym + s * t * Λ * comm + 2 * s * t * hG
  by_contra hne
  have hpos : 0 < g ⬝ᵥ g := dot_self_pos (hg ▸ sub_ne_zero.2 hne)
  have hC := sub_nonneg.2 (hmax g)
  have h := key (Λ * (g ⬝ᵥ g) - g ⬝ᵥ A *ᵥ g + 1) (g ⬝ᵥ g)
  generalize Λ * (g ⬝ᵥ g) - g ⬝ᵥ A *ᵥ g = C at hC h
  nlinarith [mul_pos hpos hpos, mul_nonneg hC (mul_pos hpos hpos).le]

/-- For a matrix with positive entries, replacing amplitudes by their absolute values gives a
quadratic form at least as large as the absolute value of the original one. -/
theorem abs_quadratic {A : Matrix n n ℝ} (hpos : ∀ i j, 0 < A i j) (x : n → ℝ) :
    |x ⬝ᵥ A *ᵥ x| ≤ absVec x ⬝ᵥ A *ᵥ absVec x := by
  simp only [dotProduct, Matrix.mulVec, absVec, Finset.mul_sum]
  refine (Finset.abs_sum_le_sum_abs _ _).trans (Finset.sum_le_sum fun i _ =>
    (Finset.abs_sum_le_sum_abs _ _).trans (Finset.sum_le_sum fun j _ => ?_))
  exact le_of_eq (by rw [abs_mul, abs_mul, abs_of_pos (hpos i j)])

/-- A matrix with positive entries maps every nonzero vector with nonnegative amplitudes to a
vector with strictly positive amplitudes. -/
theorem mulVec_pos {A : Matrix n n ℝ} (hpos : ∀ i j, 0 < A i j) {w : n → ℝ}
    (hw : ∀ i, 0 ≤ w i) (hne : w ≠ 0) (i : n) : 0 < (A *ᵥ w) i := by
  obtain ⟨j, hj⟩ := Function.ne_iff.1 hne
  change 0 < ∑ k, A i k * w k
  exact Finset.sum_pos' (fun k _ => mul_nonneg (hpos i k).le (hw k))
    ⟨j, Finset.mem_univ j, mul_pos (hpos i j) (lt_of_le_of_ne (hw j) (Ne.symm hj))⟩

/-- Perron-Frobenius theorem for symmetric matrices: a real symmetric matrix of finite nonzero
size with positive entries has a positive, simple, strictly dominant eigenvalue with an
entrywise positive eigenvector. -/
theorem perron_frobenius [Nonempty n] {A : Matrix n n ℝ} (hA : A.IsSymm)
    (hpos : ∀ i j, 0 < A i j) : ∃ (Λ : ℝ) (v : n → ℝ), IsPerronPair A Λ v := by
  obtain ⟨Λ, x, hx0, hxeq, hmax⟩ := exists_rayleigh_max A
  -- absolute values of a nonzero extremal vector form an eigenvector without zeros
  have absEig : ∀ y : n → ℝ, Λ * (y ⬝ᵥ y) ≤ |y ⬝ᵥ A *ᵥ y| →
      A *ᵥ absVec y = Λ • absVec y := fun y hy =>
    eigen_of_max hA hmax (le_antisymm (hmax _)
      (by rw [absVec_dot]; exact hy.trans (abs_quadratic hpos y)))
  have pos : ∀ y : n → ℝ, y ≠ 0 → Λ * (y ⬝ᵥ y) ≤ |y ⬝ᵥ A *ᵥ y| →
      ∀ i, 0 < Λ * |y i| := by
    intro y hy h i
    have hne : absVec y ≠ 0 := fun h0 =>
      hy (funext fun j => by simpa [absVec] using congrFun h0 j)
    have hp := mulVec_pos hpos (w := absVec y) (fun j => abs_nonneg (y j)) hne i
    rw [absEig y h] at hp
    exact hp
  have hxabs : Λ * (x ⬝ᵥ x) ≤ |x ⬝ᵥ A *ᵥ x| := hxeq.symm.le.trans (le_abs_self _)
  have hv : ∀ i, 0 < |x i| := fun i => abs_pos.2 fun h => by
    have hp := pos x hx0 hxabs i
    simp [h] at hp
  let i₀ : n := Classical.arbitrary n
  have hΛ : 0 < Λ := by
    by_contra h
    nlinarith [pos x hx0 hxabs i₀, mul_nonneg (neg_nonneg.2 (not_lt.1 h)) (hv i₀).le]
  refine ⟨Λ, absVec x, hΛ, hv, absEig x hxabs, fun w hw => ?_, fun μ y hy hey hne => ?_⟩
  · -- subtract a multiple of the positive eigenvector so that one amplitude vanishes
    refine ⟨w i₀ / |x i₀|, ?_⟩
    by_contra hne
    have hu := sub_ne_zero.2 hne
    have hzero : (w - (w i₀ / |x i₀|) • absVec x) i₀ = 0 := by
      change w i₀ - w i₀ / |x i₀| * |x i₀| = 0
      rw [div_mul_cancel₀ _ (hv i₀).ne', sub_self]
    have heu : A *ᵥ (w - (w i₀ / |x i₀|) • absVec x) =
        Λ • (w - (w i₀ / |x i₀|) • absVec x) := by
      rw [Matrix.mulVec_sub, Matrix.mulVec_smul, hw, absEig x hxabs]
      module
    generalize w - (w i₀ / |x i₀|) • absVec x = u at hu hzero heu
    have hq : Λ * (u ⬝ᵥ u) ≤ |u ⬝ᵥ A *ᵥ u| := by
      rw [heu, dotProduct_smul, smul_eq_mul]
      exact le_abs_self _
    have hp := pos u hu hq i₀
    simp [hzero] at hp
  · have hyy := dot_self_pos hy
    have qa : |y ⬝ᵥ A *ᵥ y| = |μ| * (y ⬝ᵥ y) := by
      rw [hey, dotProduct_smul, smul_eq_mul, abs_mul, abs_of_pos hyy]
    by_contra hlt
    have hge := not_lt.1 hlt
    have hc : Λ * (y ⬝ᵥ y) ≤ |y ⬝ᵥ A *ᵥ y| := by
      rw [qa]
      exact mul_le_mul_of_nonneg_right hge hyy.le
    have b := (abs_quadratic hpos y).trans (hmax _)
    rw [qa, absVec_dot] at b
    have hle := le_of_mul_le_mul_right b hyy
    -- only `μ = -Λ` is left to exclude
    have hμ : μ = -Λ := by
      rcases abs_choice μ with h | h
      · exact absurd (show μ = Λ by linarith) hne
      · linarith
    by_cases hp : absVec y + y = 0
    · have hy' : y = -absVec y := eq_neg_of_add_eq_zero_right hp
      have e : A *ᵥ y = Λ • y := by
        rw [hy', Matrix.mulVec_neg, absEig y hc, smul_neg]
      obtain ⟨i, hi⟩ := Function.ne_iff.1 hy
      have h : μ * y i = Λ * y i := congrFun (hey.symm.trans e) i
      exact hne (mul_right_cancel₀ hi h)
    · apply hp
      funext i
      have h := mulVec_pos hpos (w := absVec y + y)
        (fun j => by
          change 0 ≤ |y j| + y j
          linarith [neg_abs_le (y j)]) hp i
      rw [Matrix.mulVec_add, absEig y hc, hey, hμ] at h
      change 0 < Λ * |y i| + -Λ * y i at h
      change |y i| + y i = 0
      rcases le_or_gt 0 (y i) with h0 | h0
      · rw [abs_of_nonneg h0] at h
        linarith
      · rw [abs_of_neg h0]
        ring

/-- The value `1` or `-1` of an Ising spin. -/
def spin (b : Bool) : ℝ := if b then 1 else -1

/-- The Boltzmann exponent of one row of `L + 1` spins with free edges, with reduced coupling
`K` between neighbours and reduced field `h`. -/
def rowWeight (L : ℕ) (K h : ℝ) (s : Fin (L + 1) → Bool) : ℝ :=
  K * ∑ i : Fin L, spin (s i.castSucc) * spin (s i.succ) + h * ∑ i, spin (s i)

/-- The transfer matrix of the Ising strip, with reduced coupling `J` between adjacent rows and
the exponent of each row shared equally between its two sides. -/
def stripTransfer (L : ℕ) (J K h : ℝ) :
    Matrix (Fin (L + 1) → Bool) (Fin (L + 1) → Bool) ℝ :=
  fun s t => Real.exp (J * ∑ i, spin (s i) * spin (t i)
    + (rowWeight L K h s + rowWeight L K h t) / 2)

/-- The transfer matrix of an Ising strip of any finite width, with any real reduced couplings
and field, has a positive, simple, strictly dominant eigenvalue with a positive eigenvector. -/
theorem ising_strip (L : ℕ) (J K h : ℝ) :
    ∃ (Λ : ℝ) (v : (Fin (L + 1) → Bool) → ℝ), IsPerronPair (stripTransfer L J K h) Λ v := by
  refine perron_frobenius ?_ (fun s t => Real.exp_pos _)
  ext s t
  simp only [Matrix.transpose_apply, stripTransfer]
  rw [add_comm (rowWeight L K h t)]
  simp only [mul_comm (spin (t _))]

/-- Nonnegative entries do not suffice: the symmetric two-state flip matrix has no eigenvalue
and eigenvector with all the properties of a Perron pair. -/
theorem flip_no_perron_pair (Λ : ℝ) (v : Fin 2 → ℝ) :
    ¬ IsPerronPair !![0, 1; 1, 0] Λ v := by
  rintro ⟨hΛ, hv, he, -, hdom⟩
  -- the antisymmetric vector has eigenvalue `-1`, which forces `1 < Λ`
  have h1 : |(-1 : ℝ)| < Λ := by
    refine hdom (-1) ![1, -1] (fun h => ?_) ?_ (by linarith)
    · have h0 := congrFun h 0
      simp at h0
    · ext i
      fin_cases i <;> simp [Matrix.mulVec, dotProduct, Fin.sum_univ_succ]
  rw [abs_neg, abs_one] at h1
  have e0 : v 1 = Λ * v 0 := by
    simpa [Matrix.mulVec, dotProduct, Fin.sum_univ_succ] using congrFun he 0
  have e1 : v 0 = Λ * v 1 := by
    simpa [Matrix.mulVec, dotProduct, Fin.sum_univ_succ] using congrFun he 1
  nlinarith [mul_pos (sub_pos.2 h1) (hv 0), mul_pos (sub_pos.2 h1) (hv 1)]

end

end IsingStripPerronFrobenius
```

```lean
#print axioms IsingStripPerronFrobenius.ising_strip
#print axioms IsingStripPerronFrobenius.flip_no_perron_pair
```

```
'IsingStripPerronFrobenius.ising_strip' depends on axioms: [propext, Classical.choice, Quot.sound]
'IsingStripPerronFrobenius.flip_no_perron_pair' depends on axioms: [propext, Classical.choice, Quot.sound]
```

## From the variational argument to the code

`exists_rayleigh_max` places the sphere \(x\cdot x=1\) inside the box \([-1,1]^n\) to obtain compactness, then rescales an arbitrary nonzero `y` by the inverse of its length. `eigen_of_max` is the variation along the residual: `key` is the inequality in \(s\) and \(t\), obtained by `linear_combination`, and the final `nlinarith` uses the same choice of \(s\) and \(t\) as above.

`abs_quadratic` applies the triangle inequality once to each of the two sums, while `absVec_dot` records that \(|y|\) and \(y\) have the same length. `mulVec_pos` is the positivity of \(Aw\), and `dot_self_pos` supplies the positive squared lengths.

Inside `perron_frobenius`, the local fact `absEig` says that \(A|y|=\Lambda|y|\) when \(y\) is extremal, and `pos` says that \(\Lambda|y_i|>0\) when \(y\) is also nonzero. The simplicity part feeds \(u\) to `pos` and contradicts `hzero`, the vanishing of \(u_{i_0}\). The last part first reduces to \(\mu=-\Lambda\), then splits on whether `absVec y + y` is zero, as in the two cases above.

For `ising_strip`, positivity is that of the exponential, and symmetry follows by reordering the products \(s_it_i\) and the two row terms.

`flip_no_perron_pair` shows that nonnegative entries are not enough. Its matrix has zeros on the diagonal and ones off it, as if a single spin had to reverse from each row to the next. The vector \((1,-1)\), or \((1,-1)/\sqrt2\) when normalised, has eigenvalue \(-1\), so a Perron pair would need \(\Lambda>1\). But \(v_1=\Lambda v_0\) and \(v_0=\Lambda v_1\) would then make each positive component larger than the other. This is the tie you were worried about; at finite coupling the diagonal entries are positive and it does not occur.
